# In a dimer with equal site energies and pure dephasing, the population imbalance and the imaginary part of the coherence obey a closed pair of linear equations

A single particle hops with real amplitude t between two sites of equal energy, while pure dephasing damps the off-diagonal elements of its density matrix ρ at rate G, with ħ = 1. The lemma states that, along any solution of this master equation, the imbalance z = Re ρ₀₀ − Re ρ₁₁ and the coherence y = Im ρ₀₁ − Im ρ₁₀ satisfy z′ = −2ty and y′ = 2tz − Gy. The matrix ρ is not assumed to be Hermitian, positive or of unit trace, so z is the difference of the site probabilities only when ρ is a normalised density matrix; for nonzero trace, a Hermitian positive ρ gives that difference as z divided by the trace. The attempt differentiates the real and imaginary parts of the matrix elements, subtracts them in pairs, and leaves `simp` and `ring` to show that the resulting derivatives are the stated ones.

In Lean, a first try:

```lean
import Mathlib

open Matrix

namespace DephasedDimer

noncomputable section

/-- The hopping Hamiltonian of a dimer with equal site energies and hopping amplitude `t`. -/
def hopping (t : ℝ) : Matrix (Fin 2) (Fin 2) ℂ := !![0, (t : ℂ); (t : ℂ), 0]

/-- The site-difference operator, `+1` on the left site and `-1` on the right site. -/
def siteZ : Matrix (Fin 2) (Fin 2) ℂ := !![1, 0; 0, -1]

/-- The right-hand side of the master equation: coherent hopping plus pure dephasing,
which damps the off-diagonal elements at rate `G`. -/
def generator (t G : ℝ) (ρ : Matrix (Fin 2) (Fin 2) ℂ) : Matrix (Fin 2) (Fin 2) ℂ :=
  (-Complex.I) • (hopping t * ρ - ρ * hopping t) + (G / 2) • (siteZ * ρ * siteZ - ρ)

/-- The trajectory `ρ` solves the master equation, element by element. -/
def Evolves (t G : ℝ) (ρ : ℝ → Matrix (Fin 2) (Fin 2) ℂ) : Prop :=
  ∀ s i j, HasDerivAt (fun τ => ρ τ i j) (generator t G (ρ s) i j) s

/-- The population of the left site minus that of the right site. -/
def imbalance (ρ : Matrix (Fin 2) (Fin 2) ℂ) : ℝ := (ρ 0 0).re - (ρ 1 1).re

/-- The imaginary part of `ρ 0 1` minus that of `ρ 1 0`. -/
def coherence (ρ : Matrix (Fin 2) (Fin 2) ℂ) : ℝ := (ρ 0 1).im - (ρ 1 0).im

/-- The master equation closes on the imbalance and the coherence:
`z' = -2ty` and `y' = 2tz - Gy`. -/
theorem bloch_equations {t G : ℝ} {ρ : ℝ → Matrix (Fin 2) (Fin 2) ℂ}
    (h : Evolves t G ρ) (s : ℝ) :
    HasDerivAt (fun τ => imbalance (ρ τ)) (-(2 * t * coherence (ρ s))) s ∧
    HasDerivAt (fun τ => coherence (ρ τ))
      (2 * t * imbalance (ρ s) - G * coherence (ρ s)) s := by
  have re : ∀ i j, HasDerivAt (fun τ => (ρ τ i j).re) (generator t G (ρ s) i j).re s :=
    fun i j => Complex.reCLM.hasFDerivAt.comp_hasDerivAt s (h s i j)
  have im : ∀ i j, HasDerivAt (fun τ => (ρ τ i j).im) (generator t G (ρ s) i j).im s :=
    fun i j => Complex.imCLM.hasFDerivAt.comp_hasDerivAt s (h s i j)
  constructor
  · refine ((re 0 0).fun_sub (re 1 1)).congr_deriv ?_
    simp [generator, hopping, siteZ, coherence, Matrix.mul_apply, Fin.sum_univ_two] <;> ring
  · refine ((im 0 1).fun_sub (im 1 0)).congr_deriv ?_
    simp [generator, hopping, siteZ, coherence, imbalance, Matrix.mul_apply,
      Fin.sum_univ_two] <;> ring

end

end DephasedDimer
```

The compiler's answer:

```
Try this:
  [apply] ring_nf
  
  The `ring` tactic failed to close the goal. Use `ring_nf` to obtain a normal form.
    
  Note that `ring` works primarily in *commutative* rings. If you have a noncommutative ring, abelian group or module, consider using `noncomm_ring`, `abel` or `module` instead.
Main.lean:42:2: error: unsolved goals
case left
t G : ℝ
ρ : ℝ → Matrix (Fin 2) (Fin 2) ℂ
h : Evolves t G ρ
s : ℝ
re : ∀ (i j : Fin 2), HasDerivAt (fun τ => (ρ τ i j).re) (generator t G (ρ s) i j).re s
im : ∀ (i j : Fin 2), HasDerivAt (fun τ => (ρ τ i j).im) (generator t G (ρ s) i j).im s
⊢ ((![0, ↑t] ᵥ* ρ s) 0).im - (ρ s 0 1).im * t + t * (ρ s 1 0).im +
              G * ((![1, 0] ᵥ* (ρ s * !![1, 0; 0, -1])) 0).re * (1 / 2) +
            G * (ρ s 0 0).re * (-1 / 2) +
          G * ((![0, -1] ᵥ* (ρ s * !![1, 0; 0, -1])) 1).re * (-1 / 2) +
        G * (ρ s 1 1).re * (1 / 2) -
      ((![↑t, 0] ᵥ* ρ s) 1).im =
    -((ρ s 0 1).im * t * 2) + t * (ρ s 1 0).im * 2
Try this:
  [apply] ring_nf
  
  The `ring` tactic failed to close the goal. Use `ring_nf` to obtain a normal form.
    
  Note that `ring` works primarily in *commutative* rings. If you have a noncommutative ring, abelian group or module, consider using `noncomm_ring`, `abel` or `module` instead.
Main.lean:44:2: error: unsolved goals
case right
t G : ℝ
ρ : ℝ → Matrix (Fin 2) (Fin 2) ℂ
h : Evolves t G ρ
s : ℝ
re : ∀ (i j : Fin 2), HasDerivAt (fun τ => (ρ τ i j).re) (generator t G (ρ s) i j).re s
im : ∀ (i j : Fin 2), HasDerivAt (fun τ => (ρ τ i j).im) (generator t G (ρ s) i j).im s
⊢ (ρ s 0 0).re * t - t * (ρ s 1 1).re - ((![0, ↑t] ᵥ* ρ s) 1).re +
              G * ((![1, 0] ᵥ* (ρ s * !![1, 0; 0, -1])) 1).im * (1 / 2) +
            G * (ρ s 0 1).im * (-1 / 2) +
          G * ((![0, -1] ᵥ* (ρ s * !![1, 0; 0, -1])) 0).im * (-1 / 2) +
        G * (ρ s 1 0).im * (1 / 2) +
      ((![↑t, 0] ᵥ* ρ s) 0).re =
    (ρ s 0 0).re * t * 2 - t * (ρ s 1 1).re * 2 - G * (ρ s 0 1).im + G * (ρ s 1 0).im
```

Cause. Both errors say that `ring` could not close the algebraic goal left by `simp`. Those goals still contain entries such as `(![0, ↑t] ᵥ* ρ s) 0`, a row vector times a matrix, which `ring` treats as an unknown quantity unrelated to the elements of `ρ s`.

They arise because the one `simp` call unfolds `hopping` and `siteZ` while it is also meant to expand the products. Once the left factor is an explicit matrix, `simp` rewrites the product row by row in terms of `ᵥ*`, and `Matrix.mul_apply`, which needs an entry of a matrix product, no longer fits.

The repair separates the steps. `simp only` first takes entries through the sums, differences and scalar multiples and writes each product as a sum over two indices, with `hopping` and `siteZ` still folded. The second `simp` then puts in their entries, leaving an identity in the real and imaginary parts of the elements of `ρ s`, which `ring` proves. Putting `ring` on its own line instead of after `<;>` is mere tidying.

As a diff, the version that Lean accepts:

```diff
@@ -41,8 +41,13 @@
   constructor
   · refine ((re 0 0).fun_sub (re 1 1)).congr_deriv ?_
-    simp [generator, hopping, siteZ, coherence, Matrix.mul_apply, Fin.sum_univ_two] <;> ring
+    simp only [generator, Matrix.add_apply, Matrix.sub_apply, Matrix.smul_apply,
+      Matrix.mul_apply, Fin.sum_univ_two]
+    simp [hopping, siteZ, coherence]
+    ring
   · refine ((im 0 1).fun_sub (im 1 0)).congr_deriv ?_
-    simp [generator, hopping, siteZ, coherence, imbalance, Matrix.mul_apply,
-      Fin.sum_univ_two] <;> ring
+    simp only [generator, Matrix.add_apply, Matrix.sub_apply, Matrix.smul_apply,
+      Matrix.mul_apply, Fin.sum_univ_two]
+    simp [hopping, siteZ, coherence, imbalance]
+    ring
 
 end
```
